# For equal gaps and positive semidefinite coupling of fixed trace, the direct-RPA correlation energy is lowest for one collective mode and highest for identical uncoupled modes

A program that computes the correlation energy of the random-phase approximation (RPA) from the plasmon formula diagonalises the RPA problem, adds up the excitation energies, subtracts a trace and halves the result. In direct RPA with equal non-interacting gaps, the gap, the number of transitions and the trace of the coupling matrix already confine that energy to an interval, before any diagonalisation.

Take $n$ particle-hole transitions, each with gap $D>0$, coupled by a real positive semidefinite matrix $K$. The RPA blocks are $A=D\,\mathbf 1+K$ and $B=K$. Here $K$ is the Hartree coupling of direct RPA, not the exchange matrix that often carries this letter. It is positive semidefinite because it collects the Coulomb interactions between transition densities. With $k=\operatorname{tr}K$ and

$$\Omega(x)=\sqrt{D^2+2Dx},\qquad f(x)=\tfrac12\bigl(\Omega(x)-D-x\bigr),$$

the correlation energy $E=\tfrac12\bigl(\sum_i\Omega(\lambda_i)-\operatorname{tr}A\bigr)$, where the $\lambda_i$ are the eigenvalues of $K$, satisfies

$$f(k)\;\le\;E\;\le\;n\,f(k/n).$$

The lower bound is attained exactly when $K$ has rank at most one, the upper bound exactly when $K=(k/n)\mathbf 1$. For $n=1$ the two bounds coincide. The Lean file calls $E$ the plasmon energy, after the plasmon formula; it is not the excitation energy of a plasmon.

## Checking an RPA energy against the trace of the coupling

In an equal-gap model, the interval costs one sum over the diagonal of $K$. An energy outside it, by more than rounding, points to a fault in the assembly of the matrices, the diagonalisation or the final energy sum. For example, if $nD$ is subtracted in place of $\operatorname{tr}A=nD+k$, the result is positive for $k>0$, while the upper bound is negative. An energy inside the interval may still be wrong.

The bounds also give the sign of the error of two approximations in this model. Replacing $K$ by a rank-one matrix of the same trace can't raise the energy, and replacing it by its mean diagonal element times the identity can't lower it.

As an instance, let $D=2$ and $K=\begin{pmatrix}2&1\\1&2\end{pmatrix}$, in any energy unit. The eigenvalues are $3$ and $1$, so $k=4$, $\Omega(3)=4$, $\Omega(1)=2\sqrt2$ and $\operatorname{tr}A=8$. Then

$$E=\tfrac12(4+2\sqrt2-8)\approx-0.586,$$

$$f(4)=\tfrac12(\sqrt{20}-6)\approx-0.764,\qquad 2f(2)=\sqrt{12}-4\approx-0.536.$$

## Merging modes and averaging couplings

**Frequencies.** Let $Kv=xv$ and write $\Omega=\Omega(x)$. Put $X=(D+\Omega)v$ and $Y=(D-\Omega)v$. Since $\Omega^2=D^2+2Dx$,

$$AX+BY=(D^2+D\Omega+2Dx)v=\Omega(D+\Omega)v=\Omega X,$$
$$BX+AY=(D^2-D\Omega+2Dx)v=-\Omega(D-\Omega)v=-\Omega Y.$$

For a unit vector $v$ and $\Omega>0$, the usual normalisation $X\cdot X-Y\cdot Y=1$ is reached by dividing both vectors by $2\sqrt{D\Omega}$.

**Sum over modes.** Because $\operatorname{tr}A=nD+\sum_i\lambda_i$, the energy is $E=\sum_i f(\lambda_i)$.

**Lower bound.** For $x,y>0$,

$$\Omega(x)^2\Omega(y)^2=D^2\,\Omega(x+y)^2+4D^2xy,$$

so $D\,\Omega(x+y)<\Omega(x)\Omega(y)$. Also $\Omega(x+y)^2+D^2=\Omega(x)^2+\Omega(y)^2$. Hence

$$\bigl(\Omega(x+y)+D\bigr)^2<\bigl(\Omega(x)+\Omega(y)\bigr)^2.$$

Taking roots, subtracting $2D+x+y$ and halving gives $f(x+y)<f(x)+f(y)$. If one coupling is zero, equality holds because $f(0)=0$. Merging the eigenvalues one after another gives $f(k)\le E$. Two positive eigenvalues make the inequality strict; with at most one, nothing is lost. The rank of $K$ is its number of nonzero eigenvalues, which gives the equality condition.

**Upper bound.** Let $m=k/n$ and $M=\Omega(m)>0$. From $\Omega(\lambda_i)^2=M^2+2D(\lambda_i-m)$,

$$\frac{(\Omega(\lambda_i)-M)^2}{4M}=f(m)-f(\lambda_i)+\Bigl(\frac{D}{2M}-\frac12\Bigr)(\lambda_i-m).$$

The last term sums to zero, which leaves

$$n f(m)-E=\sum_i\frac{(\Omega(\lambda_i)-M)^2}{4M}\ge0.$$

Equality forces $\Omega(\lambda_i)=M$, hence $\lambda_i=m$ for every $i$. A symmetric matrix whose eigenvalues all equal $m$ is $m\mathbf 1$. In the instance above, the right-hand side is about $0.050$, the distance from $E$ to the upper bound.

## The Lean file

```lean
import Mathlib

open Matrix

namespace PlasmonFormula

noncomputable section

variable {ι : Type*} [Fintype ι] [DecidableEq ι] {K : Matrix ι ι ℝ} {D : ℝ}

/-- The RPA frequency `Ω(x) = √(D² + 2Dx)` of a mode with gap `D` and coupling `x`,
for `D² + 2Dx ≥ 0`. -/
def modeFreq (D x : ℝ) : ℝ := √(D ^ 2 + 2 * D * x)

/-- The contribution `f(x) = (Ω(x) - D - x) / 2` of one mode to the correlation energy,
for `D² + 2Dx ≥ 0`. -/
def modeEnergy (D x : ℝ) : ℝ := (modeFreq D x - D - x) / 2

/-- The plasmon formula: half the sum of the RPA frequencies minus half the trace of
`A = D·1 + K`, for equal gaps `D > 0` and positive semidefinite coupling `K`. -/
def plasmonEnergy (D : ℝ) (hK : K.IsHermitian) : ℝ :=
  (∑ i, modeFreq D (hK.eigenvalues i) - (D • (1 : Matrix ι ι ℝ) + K).trace) / 2

/-- If `K v = x v` and `D² + 2Dx ≥ 0`, then `X = (D + Ω) v` and `Y = (D - Ω) v` solve the
RPA equations `A X + B Y = Ω X`, `B X + A Y = -Ω Y` with `A = D·1 + K`, `B = K`, `Ω = Ω(x)`. -/
theorem rpa_mode {x : ℝ} (h : 0 ≤ D ^ 2 + 2 * D * x) {v : ι → ℝ} (hv : K *ᵥ v = x • v) :
    (D • (1 : Matrix ι ι ℝ) + K) *ᵥ ((D + modeFreq D x) • v) + K *ᵥ ((D - modeFreq D x) • v)
        = modeFreq D x • ((D + modeFreq D x) • v) ∧
    K *ᵥ ((D + modeFreq D x) • v) + (D • (1 : Matrix ι ι ℝ) + K) *ᵥ ((D - modeFreq D x) • v)
        = (-modeFreq D x) • ((D - modeFreq D x) • v) := by
  have hs : modeFreq D x ^ 2 = D ^ 2 + 2 * D * x := Real.sq_sqrt h
  simp only [add_mulVec, smul_mulVec, one_mulVec, mulVec_smul, hv]
  constructor <;> ext i <;> simp only [Pi.add_apply, Pi.smul_apply, smul_eq_mul] <;>
    linear_combination (-v i) * hs

/-- The trace of the coupling matrix is the sum of its eigenvalues. -/
lemma trace_eq (hK : K.IsHermitian) : K.trace = ∑ i, hK.eigenvalues i := by
  simpa using hK.trace_eq_sum_eigenvalues

/-- The plasmon energy is the sum of `f` over the eigenvalues of the coupling matrix. -/
theorem plasmonEnergy_eq_sum (D : ℝ) (hK : K.IsHermitian) :
    plasmonEnergy D hK = ∑ i, modeEnergy D (hK.eigenvalues i) := by
  unfold plasmonEnergy
  rw [trace_add, trace_smul, trace_one, trace_eq hK]
  simp only [modeEnergy, ← Finset.sum_div, Finset.sum_sub_distrib, Finset.sum_const,
    Finset.card_univ, nsmul_eq_mul, smul_eq_mul]
  ring

/-- For `D > 0`, merging two positive couplings into one mode strictly lowers the energy. -/
theorem modeEnergy_add_lt (hD : 0 < D) {x y : ℝ} (hx : 0 < x) (hy : 0 < y) :
    modeEnergy D (x + y) < modeEnergy D x + modeEnergy D y := by
  have ha : modeFreq D x ^ 2 = D ^ 2 + 2 * D * x := Real.sq_sqrt (by positivity)
  have hb : modeFreq D y ^ 2 = D ^ 2 + 2 * D * y := Real.sq_sqrt (by positivity)
  have hs : modeFreq D (x + y) ^ 2 = D ^ 2 + 2 * D * (x + y) := Real.sq_sqrt (by positivity)
  have ha0 : 0 ≤ modeFreq D x := Real.sqrt_nonneg _
  have hb0 : 0 ≤ modeFreq D y := Real.sqrt_nonneg _
  -- compare the products first, then the sums
  have key : D * modeFreq D (x + y) < modeFreq D x * modeFreq D y := by
    apply lt_of_pow_lt_pow_left₀ 2 (mul_nonneg ha0 hb0)
    rw [mul_pow, mul_pow, ha, hb, hs]
    nlinarith [mul_pos (mul_pos hD hD) (mul_pos hx hy)]
  have hsum : modeFreq D (x + y) + D < modeFreq D x + modeFreq D y := by
    apply lt_of_pow_lt_pow_left₀ 2 (add_nonneg ha0 hb0)
    nlinarith
  unfold modeEnergy
  linarith

/-- For `D > 0`, a mode with zero coupling contributes no correlation energy. -/
lemma modeEnergy_zero (hD : 0 < D) : modeEnergy D 0 = 0 := by
  simp [modeEnergy, modeFreq, Real.sqrt_sq hD.le]

/-- For `D > 0`, merging two nonnegative couplings into one mode does not raise the energy. -/
lemma modeEnergy_add_le (hD : 0 < D) {x y : ℝ} (hx : 0 ≤ x) (hy : 0 ≤ y) :
    modeEnergy D (x + y) ≤ modeEnergy D x + modeEnergy D y := by
  rcases hx.eq_or_lt with rfl | hx
  · simp [modeEnergy_zero hD]
  rcases hy.eq_or_lt with rfl | hy
  · simp [modeEnergy_zero hD]
  exact (modeEnergy_add_lt hD hx hy).le

omit [Fintype ι] in
/-- For `D > 0`, merging finitely many nonnegative couplings into one mode does not raise the
energy. -/
lemma modeEnergy_sum_le (hD : 0 < D) (s : Finset ι) {x : ι → ℝ} (hx : ∀ i, 0 ≤ x i) :
    modeEnergy D (∑ i ∈ s, x i) ≤ ∑ i ∈ s, modeEnergy D (x i) := by
  induction s using Finset.induction_on with
  | empty => simp [modeEnergy_zero hD]
  | insert a s ha ih =>
    rw [Finset.sum_insert ha, Finset.sum_insert ha]
    linarith [modeEnergy_add_le hD (hx a) (Finset.sum_nonneg fun i (_ : i ∈ s) => hx i)]

/-- All eigenvalues of a real symmetric matrix `K` equal `c` exactly when `K` is `c` times the
identity. -/
lemma eigenvalues_const_iff (hK : K.IsHermitian) (c : ℝ) :
    (∀ i, hK.eigenvalues i = c) ↔ K = c • (1 : Matrix ι ι ℝ) := by
  constructor
  · intro hall
    have h := hK.spectral_theorem
    have hd : diagonal (RCLike.ofReal ∘ hK.eigenvalues : ι → ℝ) = c • (1 : Matrix ι ι ℝ) := by
      ext i j
      simp [diagonal_apply, one_apply, hall]
    rw [hd, map_smul, map_one] at h
    exact h
  · intro h i
    have key : ∀ v : ι → ℝ, K *ᵥ v = c • v := fun v => by
      rw [h, smul_mulVec, one_mulVec]
    have e := hK.mulVec_eigenvectorBasis i
    rw [key] at e
    have hv : (hK.eigenvectorBasis i).ofLp ≠ 0 := fun h0 =>
      hK.eigenvectorBasis.orthonormal.ne_zero i (by ext j; exact congrFun h0 j)
    exact (smul_left_injective ℝ hv e).symm

/-- For `D > 0` and positive semidefinite `K` with mean eigenvalue `m = k/n`, the energy lies
below `n f(m)` by exactly `∑ (Ω(λᵢ) - Ω(m))² / (4 Ω(m))`. -/
theorem local_deficit [Nonempty ι] (hD : 0 < D) (hK : K.PosSemidef) :
    Fintype.card ι * modeEnergy D (K.trace / Fintype.card ι) - plasmonEnergy D hK.isHermitian
      = ∑ i, (modeFreq D (hK.isHermitian.eigenvalues i)
          - modeFreq D (K.trace / Fintype.card ι)) ^ 2
          / (4 * modeFreq D (K.trace / Fintype.card ι)) := by
  have hn : (Fintype.card ι : ℝ) ≠ 0 := Nat.cast_ne_zero.2 Fintype.card_ne_zero
  have hx := hK.eigenvalues_nonneg
  have ht := trace_eq hK.isHermitian
  have hm : 0 ≤ K.trace / Fintype.card ι := by
    rw [ht]
    exact div_nonneg (Finset.sum_nonneg fun i _ => hx i) (Nat.cast_nonneg _)
  have hnm : (Fintype.card ι : ℝ) * (K.trace / Fintype.card ι) = K.trace :=
    mul_div_cancel₀ _ hn
  rw [plasmonEnergy_eq_sum]
  generalize K.trace / Fintype.card ι = m at hm hnm ⊢
  have hp : 0 < modeFreq D m := Real.sqrt_pos.2 (by positivity)
  have hm2 : modeFreq D m ^ 2 = D ^ 2 + 2 * D * m := Real.sq_sqrt (by positivity)
  -- each term is an energy difference plus a part linear in the eigenvalue
  have term : ∀ i, (modeFreq D (hK.isHermitian.eigenvalues i) - modeFreq D m) ^ 2
      / (4 * modeFreq D m) = modeEnergy D m - modeEnergy D (hK.isHermitian.eigenvalues i)
        + (D / (2 * modeFreq D m) - 1 / 2) * (hK.isHermitian.eigenvalues i - m) := by
    intro i
    have hi := hx i
    have hi2 : modeFreq D (hK.isHermitian.eigenvalues i) ^ 2
        = D ^ 2 + 2 * D * hK.isHermitian.eigenvalues i := Real.sq_sqrt (by positivity)
    have hc : D / (2 * modeFreq D m) * (4 * modeFreq D m) = 2 * D := by
      field_simp
      norm_num
    rw [div_eq_iff (by positivity)]
    unfold modeEnergy
    linear_combination hi2 - hm2 - (hK.isHermitian.eigenvalues i - m) * hc
  rw [Finset.sum_congr rfl fun i _ => term i, Finset.sum_add_distrib, ← Finset.mul_sum,
    Finset.sum_sub_distrib, Finset.sum_sub_distrib, ← ht]
  simp only [Finset.sum_const, Finset.card_univ, nsmul_eq_mul]
  rw [hnm]
  ring

/-- For `n` equal gaps `D > 0` and positive semidefinite coupling of trace `k`, the plasmon
energy lies between `f(k)` and `n f(k/n)`. -/
theorem plasmonEnergy_bounds [Nonempty ι] (hD : 0 < D) (hK : K.PosSemidef) :
    modeEnergy D K.trace ≤ plasmonEnergy D hK.isHermitian ∧
    plasmonEnergy D hK.isHermitian
      ≤ Fintype.card ι * modeEnergy D (K.trace / Fintype.card ι) := by
  constructor
  · rw [plasmonEnergy_eq_sum, trace_eq hK.isHermitian]
    exact modeEnergy_sum_le hD _ hK.eigenvalues_nonneg
  · rw [← sub_nonneg, local_deficit hD hK]
    exact Finset.sum_nonneg fun i _ =>
      div_nonneg (sq_nonneg _) (mul_nonneg (by norm_num) (Real.sqrt_nonneg _))

/-- For `D > 0` and positive semidefinite `K`, the lower bound `f(k)` is attained exactly when
`K` has rank at most one. -/
theorem eq_collective_iff (hD : 0 < D) (hK : K.PosSemidef) :
    plasmonEnergy D hK.isHermitian = modeEnergy D K.trace ↔ K.rank ≤ 1 := by
  have hx := hK.eigenvalues_nonneg
  rw [hK.isHermitian.rank_eq_card_non_zero_eigs, Fintype.card_le_one_iff_subsingleton,
    plasmonEnergy_eq_sum, trace_eq hK.isHermitian]
  generalize hK.isHermitian.eigenvalues = x at hx ⊢
  constructor
  · -- two nonzero eigenvalues could be merged with a strict gain
    refine fun h => ⟨fun ⟨i, hi⟩ ⟨j, hj⟩ => Subtype.ext ?_⟩
    by_contra hne
    have hj' : j ∈ Finset.univ.erase i := Finset.mem_erase.2 ⟨Ne.symm hne, Finset.mem_univ j⟩
    have split : ∀ g : ι → ℝ, ∑ l, g l = g i + g j + ∑ l ∈ (Finset.univ.erase i).erase j, g l :=
      fun g => by
        rw [← Finset.add_sum_erase _ g (Finset.mem_univ i), ← Finset.add_sum_erase _ g hj',
          add_assoc]
    rw [split x, split fun l => modeEnergy D (x l)] at h
    have h1 := modeEnergy_add_lt hD ((hx i).lt_of_ne' hi) ((hx j).lt_of_ne' hj)
    have h2 := modeEnergy_sum_le hD ((Finset.univ.erase i).erase j) hx
    have h3 := modeEnergy_add_le hD (add_nonneg (hx i) (hx j))
      (Finset.sum_nonneg fun l (_ : l ∈ (Finset.univ.erase i).erase j) => hx l)
    linarith
  · intro h
    by_cases h0 : ∀ i, x i = 0
    · simp [h0, modeEnergy_zero hD]
    · obtain ⟨i, hi⟩ := not_forall.1 h0
      have hz : ∀ j, j ≠ i → x j = 0 := fun j hj => by
        by_contra hxj
        exact hj (congrArg Subtype.val (h.elim ⟨j, hxj⟩ ⟨i, hi⟩))
      rw [Finset.sum_eq_single i (fun j _ hj => by rw [hz j hj, modeEnergy_zero hD]) (by simp),
        Finset.sum_eq_single i (fun j _ hj => hz j hj) (by simp)]

/-- For `D > 0` and positive semidefinite `K`, the upper bound `n f(k/n)` is attained exactly
when `K` is `k/n` times the identity. -/
theorem eq_local_iff [Nonempty ι] (hD : 0 < D) (hK : K.PosSemidef) :
    plasmonEnergy D hK.isHermitian = Fintype.card ι * modeEnergy D (K.trace / Fintype.card ι)
      ↔ K = (K.trace / Fintype.card ι) • (1 : Matrix ι ι ℝ) := by
  rw [← eigenvalues_const_iff hK.isHermitian]
  constructor
  · intro h i
    have hd := local_deficit hD hK
    rw [h, sub_self] at hd
    have hm : 0 ≤ K.trace / Fintype.card ι := by
      rw [trace_eq hK.isHermitian]
      exact div_nonneg (Finset.sum_nonneg fun i _ => hK.eigenvalues_nonneg i) (Nat.cast_nonneg _)
    generalize K.trace / Fintype.card ι = m at hd hm ⊢
    have hp : 0 < modeFreq D m := Real.sqrt_pos.2 (by positivity)
    -- a vanishing sum of squares forces equal frequencies
    have hz := (Finset.sum_eq_zero_iff_of_nonneg fun j _ => by positivity).1 hd.symm i
      (Finset.mem_univ i)
    have hq := (div_eq_zero_iff.1 hz).resolve_right (by positivity)
    have he := sub_eq_zero.1 (pow_eq_zero_iff (two_ne_zero) |>.1 hq)
    have hi := hK.eigenvalues_nonneg i
    have h2 := (Real.sqrt_inj (by positivity) (by positivity)).1 he
    exact mul_left_cancel₀ (mul_pos two_pos hD).ne' (add_left_cancel h2)
  · intro h
    rw [plasmonEnergy_eq_sum, Finset.sum_congr rfl fun i _ => congrArg (modeEnergy D) (h i)]
    simp

/-- For `D > 0`, the separable coupling `K = u uᵀ` has plasmon energy `f(u·u)`. -/
theorem plasmonEnergy_separable (hD : 0 < D) (u : ι → ℝ) (hK : (vecMulVec u u).IsHermitian) :
    plasmonEnergy D hK = modeEnergy D (u ⬝ᵥ u) := by
  have hp : (vecMulVec u u).PosSemidef := by
    simpa using posSemidef_vecMulVec_self_star u
  rw [← trace_vecMulVec]
  exact (eq_collective_iff hD hp).2 (rank_vecMulVec_le u u)

end

end PlasmonFormula
```

```lean
#print axioms PlasmonFormula.rpa_mode
#print axioms PlasmonFormula.plasmonEnergy_bounds
#print axioms PlasmonFormula.eq_local_iff
#print axioms PlasmonFormula.plasmonEnergy_separable
```

```
'PlasmonFormula.rpa_mode' depends on axioms: [propext, Classical.choice, Quot.sound]
'PlasmonFormula.plasmonEnergy_bounds' depends on axioms: [propext, Classical.choice, Quot.sound]
'PlasmonFormula.eq_local_iff' depends on axioms: [propext, Classical.choice, Quot.sound]
'PlasmonFormula.plasmonEnergy_separable' depends on axioms: [propext, Classical.choice, Quot.sound]
```

## Equal-gap theorems and the postulated energy formula

The finite type `ι` labels the transitions, and `Fintype.card ι` is $n$. `modeFreq` is $\Omega$, an excitation energy with $\hbar=1$, and `modeEnergy` is $f$. `K.IsHermitian` means that the real matrix is symmetric; `K.PosSemidef` is the positivity condition. Any spin factor has to be included in `K`.

`plasmonEnergy_bounds` states both inequalities for every nonempty `ι`, every `D > 0` and every positive semidefinite `K`. `eq_collective_iff` and `eq_local_iff` give the two equality conditions. `local_deficit` is the identity for the distance to the upper bound. `plasmonEnergy_separable` evaluates the separable coupling $K=uu^{\mathsf T}$ as $f(u\cdot u)$, including $u=0$.

The plasmon formula enters as the definition `plasmonEnergy`. Identifying this number with the correlation energy of a physical system is the step left to the user. `rpa_mode` supports the definition by showing that each eigenvector of `K` yields a solution $(X,Y)$ of the RPA equations with the frequency used in the sum.

The main restriction is the common gap. In a molecule or solid the gaps generally differ. Then $A-B$ is no longer a multiple of the identity, and the gaps and the eigenvalues of $K$ together don't in general fix the frequencies. For electronic structure, the result therefore describes a finite direct-RPA model with degenerate transitions. The theorems concern real numbers, so a comparison with program output needs a tolerance for rounding.

The proofs follow the derivation closely:

- `rpa_mode` reduces both equations to components, where `linear_combination` inserts the square of the frequency.
- `trace_eq` and `plasmonEnergy_eq_sum` turn the definition into a sum of $f$ over eigenvalues.
- `modeEnergy_add_lt` compares squares twice, first for the products (`key`) and then for the sums (`hsum`). `modeEnergy_zero` and `modeEnergy_add_le` admit zero couplings, and `modeEnergy_sum_le` is the induction.
- `eq_collective_iff` splits two nonzero eigenvalues off the sum and obtains a contradiction from the strict merging inequality. Conversely, rank at most one leaves at most one nonzero term.
- `local_deficit` proves the single-mode identity as `term` and sums it. The upper bound follows because the squares are nonnegative.
- `eq_local_iff` sets each square to zero and recovers the eigenvalue from its frequency. `eigenvalues_const_iff` then uses the spectral theorem to pass from equal eigenvalues to a multiple of the identity.
- `plasmonEnergy_separable` applies the rank condition to `vecMulVec u u`, whose trace is $u\cdot u$.
